# Exchange and conjugation symmetries of two-electron integrals over complex orbitals with a real symmetric interaction

For complex orbitals and a real interaction w(x, y) = w(y, x), `twoElectronIntegral_mem` states that the two-electron integrals satisfy (pq|rs) = (rs|pq) and that the complex conjugate of (pq|rs) is (qp|sr). The measure is s-finite, and the orbitals need be neither normalised nor orthogonal. The theorem does not assume that the integrand is integrable; Lean's integral is zero when it is not. The proof gets the first symmetry by swapping the two electrons' coordinates, and the second by moving the conjugation under the integral sign and comparing the integrands point by point.

The failing Lean file:

```lean
import Mathlib

open MeasureTheory ComplexConjugate

namespace TwoElectronIntegralMem

noncomputable section

variable {ι : Type*}

/-- The real vector space of complex four-index arrays with
`g(p,q,r,s) = g(r,s,p,q)` and `conj g(p,q,r,s) = g(q,p,s,r)`. -/
def integralSpace (ι : Type*) : Submodule ℝ (ι → ι → ι → ι → ℂ) where
  carrier := {g | (∀ p q r s, g p q r s = g r s p q) ∧
    ∀ p q r s, conj (g p q r s) = g q p s r}
  zero_mem' := ⟨fun _ _ _ _ => rfl, fun _ _ _ _ => by simp⟩
  add_mem' := by
    rintro a b ⟨ha, ha'⟩ ⟨hb, hb'⟩
    refine ⟨fun p q r s => ?_, fun p q r s => ?_⟩
    · simp only [Pi.add_apply]
      rw [ha p q r s, hb p q r s]
    · simp only [Pi.add_apply, map_add, ha', hb']
  smul_mem' := by
    rintro c a ⟨ha, ha'⟩
    refine ⟨fun p q r s => ?_, fun p q r s => ?_⟩
    · simp only [Pi.smul_apply]
      rw [ha p q r s]
    · simp only [Pi.smul_apply, Complex.real_smul, map_mul, Complex.conj_ofReal, ha']

/-- An array lies in the integral space exactly when it has the two symmetries. -/
theorem mem_integralSpace (g : ι → ι → ι → ι → ℂ) :
    g ∈ integralSpace ι ↔ (∀ p q r s, g p q r s = g r s p q) ∧
      ∀ p q r s, conj (g p q r s) = g q p s r :=
  Iff.rfl

/-- The two-electron integral `(pq|rs)` of the orbitals `φ` with the real interaction `w`,
for orbitals and interaction whose integrand is integrable. -/
def twoElectronIntegral {X : Type*} [MeasurableSpace X] (μ : Measure X)
    (w : X → X → ℝ) (φ : ι → X → ℂ) (p q r s : ι) : ℂ :=
  ∫ z : X × X, conj (φ p z.1) * φ q z.1 * (w z.1 z.2 : ℂ) *
    (conj (φ r z.2) * φ s z.2) ∂(μ.prod μ)

/-- The two-electron integrals of complex orbitals with a real interaction that is symmetric in the
two electrons, taken with an s-finite measure, belong to the integral space. -/
theorem twoElectronIntegral_mem {X : Type*} [MeasurableSpace X] (μ : Measure X) [SFinite μ]
    (w : X → X → ℝ) (hw : ∀ x y, w x y = w y x) (φ : ι → X → ℂ) :
    twoElectronIntegral μ w φ ∈ integralSpace ι := by
  rw [mem_integralSpace]
  refine ⟨fun p q r s => ?_, fun p q r s => ?_⟩
  · -- exchange the names of the two electrons
    have h := integral_prod_swap (μ := μ) (ν := μ) (fun z : X × X =>
      conj (φ p z.1) * φ q z.1 * (w z.1 z.2 : ℂ) * (conj (φ r z.2) * φ s z.2))
    refine h.symm.trans ?_
    refine integral_congr_ae (Filter.Eventually.of_forall fun z => ?_)
    simp only [Prod.fst_swap, Prod.snd_swap, hw z.2 z.1]
    ring
  · -- conjugate under the integral sign
    unfold twoElectronIntegral
    rw [← integral_conj]
    refine integral_congr_ae (Filter.Eventually.of_forall fun z => ?_)
    simp only [map_mul, Complex.conj_conj, Complex.conj_ofReal]

end

end TwoElectronIntegralMem
```

Messages:

```
Main.lean:57:2: error: unsolved goals
case refine_2
ι : Type u_1
X : Type u_2
inst✝¹ : MeasurableSpace X
μ : Measure X
inst✝ : SFinite μ
w : X → X → ℝ
hw : ∀ (x y : X), w x y = w y x
φ : ι → X → ℂ
p q r s : ι
z : X × X
⊢ φ p z.1 * (starRingEnd ℂ) (φ q z.1) * ↑(w z.1 z.2) * (φ r z.2 * (starRingEnd ℂ) (φ s z.2)) =
    (starRingEnd ℂ) (φ q z.1) * φ p z.1 * ↑(w z.1 z.2) * ((starRingEnd ℂ) (φ s z.2) * φ r z.2)
```

The repair, with which the file compiles:

```diff
@@ -60,4 +60,5 @@
     refine integral_congr_ae (Filter.Eventually.of_forall fun z => ?_)
     simp only [map_mul, Complex.conj_conj, Complex.conj_ofReal]
+    ring
 
 end
```

The error is in the second part, the conjugation symmetry. There `simp only` does what its lemmas allow: `map_mul` distributes the conjugation over the products, `Complex.conj_conj` removes double conjugations, and `Complex.conj_ofReal` leaves the real interaction unchanged. The two integrands then have the same factors, but in a different order. On the left `φ p z.1` stands before the conjugate of `φ q z.1`, and on the right it stands after it; the factors for `r` and `s` at `z.2` differ in the same way. None of the lemmas given to `simp only` says that multiplication is commutative, so the equation stays open and Lean reports an unsolved goal.

The added `ring` proves it, since it works up to commutativity and can treat the orbital values and their conjugates as plain complex quantities.
